# Second-order energy from linear doubles equations, for a reference coupled only to doubles and an $H_0$ that keeps equal-degree couplings

## Diagonal denominators can fail for coupled doubles

The familiar second-order formula divides $|H_{rm}|^2$ by a difference of diagonal energies. If the zeroth-order Hamiltonian keeps the couplings between doubly excited states, these states are in general not its eigenstates, and the formula can give the wrong energy. The first-order amplitudes then satisfy linear equations that couple the doubles.

Let $H$ be a matrix on a finite orthonormal basis in which each state $i$ has a degree, such as its excitation level. The reference $r$ is the only state of degree zero. Split $H=H_0+V$, where $H_0$ keeps the entries between states of equal degree.

Two conditions are assumed:

- **Coupling:** $H_{ir}=0$ unless $i=r$ or $i$ has degree two. For a closed-shell restricted or an unrestricted Hartree–Fock determinant, Brillouin's theorem removes the singles, and a two-body Hamiltonian does not reach beyond doubles.
- **Invertibility:** $H_0-H_{rr}$ is invertible on the states other than $r$, so no zeroth-order level there coincides with the reference energy.

## The energy formula and its Lean reading

Suppose that $t$ satisfies, for every double $m$,
$$H_{mr}+\sum_{k\ \text{double}}(H-H_{rr})_{mk}\,t_k=0 .$$
Then $E_2=\sum_{m\ \text{double}}H_{rm}t_m$. For determinants labelled by their excitation level from a single reference determinant, these are the equations of linearised coupled-cluster doubles, that is, of CEPA(0) with doubles only.

In Lean, `retained H deg` is $H_0$, and `DoublesReference` collects the conditions on the reference. `DoublesEquation` is the linear system; `t` is defined on all states, but only its values on doubles matter. In the code comments, the index 0 in `H_m0`, `H_i0` and `H_0m` stands for the reference $r$. `RSSeries` contains energies and wavefunction corrections that satisfy the Rayleigh–Schrödinger equations through third order, with corrections $\psi_1,\psi_2,\psi_3$ that have no reference component. Thus $E_2$ is not defined by the formula to be proved.

The formula does not require $H$ to be Hermitian. If it is, $E_3=0$ as well. Degrees are only labels here: the file constructs neither determinants nor a two-body Hamiltonian, and it does not address convergence of the series.

## Derivation order by order

Write $e_r$ for the reference vector. No other state shares its degree, so $H_0e_r=H_{rr}e_r$ and $(H_0y)_r=H_{rr}y_r$ for every $y$. Hence $E_0=H_{rr}$.

The first-order equation is $H_0\psi_1+Ve_r=E_0\psi_1+E_1e_r$. Its $r$ component gives $E_1=V_{rr}=0$. For $i\ne r$ it reads
$$(H_0\psi_1)_i+H_{ir}=H_{rr}(\psi_1)_i .$$

On doubles this is the linear system above, because $H_0$ connects doubles only to doubles. Now take $t$ on doubles and zero elsewhere. This vector also solves the equation on the remaining states, where $H_{ir}=0$. By invertibility it equals $\psi_1$.

The $r$ component of $H_0\psi_2+V\psi_1=E_0\psi_2+E_1\psi_1+E_2e_r$ is
$$E_2=(V\psi_1)_r=\sum_{m\ \text{double}}H_{rm}t_m .$$

For Hermitian $H$, the third-order equation gives $E_3=\langle e_r,V\psi_2\rangle$. Pairing the first-order equation with $\psi_2$ and the second-order one with $\psi_1$, then subtracting, gives $E_3=\langle\psi_1,V\psi_1\rangle$. This is zero, since $\psi_1$ lives on doubles and $V$ has no entries between them.

## A coupled single can break the formula

Take states of degrees 0 and 1 with
$$H=\begin{pmatrix}0&1\\1&1\end{pmatrix}.$$
Only the coupling condition fails. The first-order amplitude is $-1$, so $E_2=-1$, whereas the sum over doubles is empty and gives 0.

## The complete file

```lean
import Mathlib

open Matrix

namespace RetainedDegreePerturbation

noncomputable section

variable {n : Type*} [Fintype n] [DecidableEq n]
  {H : Matrix n n ℂ} {deg : n → ℕ} {r : n}

/-- The zeroth-order Hamiltonian: the entries of `H` between states of equal degree. -/
def retained (H : Matrix n n ℂ) (deg : n → ℕ) : Matrix n n ℂ :=
  Matrix.of fun i j => if deg j = deg i then H i j else 0

/-- The reference state as a coefficient vector. -/
def refState (r : n) : n → ℂ := fun i => if i = r then 1 else 0

/-- The block of `H0 - E0` on all states other than the reference, with `E0 = H r r`. -/
def outerBlock (H : Matrix n n ℂ) (deg : n → ℕ) (r : n) :
    Matrix {i // i ≠ r} {i // i ≠ r} ℂ :=
  (retained H deg - H r r • (1 : Matrix n n ℂ)).submatrix Subtype.val Subtype.val

/-- The state `r` is the only one of degree zero, `H i r = 0` for every other state `i` whose degree
is not two, and `H0 - E0` is invertible outside it. -/
structure DoublesReference (H : Matrix n n ℂ) (deg : n → ℕ) (r : n) : Prop where
  ref : ∀ i, deg i = 0 ↔ i = r
  doubles : ∀ i, i ≠ r → deg i ≠ 2 → H i r = 0
  invertible : IsUnit (outerBlock H deg r)

/-- Rayleigh–Schrödinger energies and wavefunctions of `A + V` through third order, starting
from the reference, in intermediate normalisation. -/
structure RSSeries (A V : Matrix n n ℂ) (r : n) where
  (E₀ E₁ E₂ E₃ : ℂ)
  (ψ₁ ψ₂ ψ₃ : n → ℂ)
  norm₁ : ψ₁ r = 0
  norm₂ : ψ₂ r = 0
  norm₃ : ψ₃ r = 0
  order₀ : A *ᵥ refState r = E₀ • refState r
  order₁ : A *ᵥ ψ₁ + V *ᵥ refState r = E₀ • ψ₁ + E₁ • refState r
  order₂ : A *ᵥ ψ₂ + V *ᵥ ψ₁ = E₀ • ψ₂ + E₁ • ψ₁ + E₂ • refState r
  order₃ : A *ᵥ ψ₃ + V *ᵥ ψ₂ = E₀ • ψ₃ + E₁ • ψ₂ + E₂ • ψ₁ + E₃ • refState r

/-- The linear doubles equations `H_m0 + ∑ (H - E0)_mk t_k = 0`, with `m` and `k` doubles. -/
def DoublesEquation (H : Matrix n n ℂ) (deg : n → ℕ) (r : n) (t : n → ℂ) : Prop :=
  ∀ m, deg m = 2 →
    H m r + ∑ k with deg k = 2, (H - H r r • (1 : Matrix n n ℂ)) m k * t k = 0

omit [DecidableEq n] in
/-- The zeroth-order Hamiltonian commutes with every function of the degree. -/
theorem retained_mulVec_degree (c : ℕ → ℂ) (y : n → ℂ) (i : n) :
    (retained H deg *ᵥ fun j => c (deg j) * y j) i = c (deg i) * (retained H deg *ᵥ y) i := by
  simp only [Matrix.mulVec, dotProduct, Finset.mul_sum]
  refine Finset.sum_congr rfl fun j _ => ?_
  by_cases hd : deg j = deg i
  · rw [hd]; ring
  · rw [show retained H deg i j = 0 from if_neg hd]; ring

/-- If the reference is the only state of degree zero, it is a right and left eigenvector of the
zeroth-order Hamiltonian with eigenvalue `H r r`. -/
theorem reference_eigen (href : ∀ i, deg i = 0 ↔ i = r) :
    retained H deg *ᵥ refState r = H r r • refState r ∧
      ∀ y, (retained H deg *ᵥ y) r = H r r * y r := by
  have hz : ∀ i, i ≠ r → deg i ≠ deg r := fun i hi e =>
    hi ((href i).1 (e.trans ((href r).2 rfl)))
  constructor
  · funext i
    have hm (M : Matrix n n ℂ) : (M *ᵥ refState r) i = M i r := by
      simp [refState, Matrix.mulVec, dotProduct]
    rw [hm]
    by_cases hi : i = r
    · simp [retained, refState, hi]
    · simp [retained, refState, hi, (hz i hi).symm]
  · intro y
    simp only [Matrix.mulVec, dotProduct]
    rw [Finset.sum_eq_single r]
    · simp [retained]
    · intro j _ hj
      simp [retained, hz j hj]
    · simp

/-- With `H0 - E0` invertible outside the reference, the equation `(H0 - E0) y = -b` on those
states has exactly one solution without reference component. -/
theorem order_equation_unique (hinv : IsUnit (outerBlock H deg r)) (b : n → ℂ) :
    ∃! y : n → ℂ, y r = 0 ∧
      ∀ i, i ≠ r → (retained H deg *ᵥ y) i + b i = H r r * y i := by
  -- the block acts as `H0 - E0` on vectors without reference component
  have hb : ∀ y : n → ℂ, y r = 0 → ∀ i : {i // i ≠ r},
      (outerBlock H deg r *ᵥ fun j => y j.1) i
        = (retained H deg *ᵥ y) i.1 - H r r * y i.1 := by
    intro y hy i
    have h1 : ((retained H deg - H r r • (1 : Matrix n n ℂ)) *ᵥ y) i.1
        = (retained H deg *ᵥ y) i.1 - H r r * y i.1 := by
      simp [Matrix.mulVec, dotProduct, sub_mul, Finset.sum_sub_distrib, Matrix.one_apply]
    rw [← h1]
    symm
    have h2 := Finset.sum_erase (Finset.univ : Finset n) (a := r)
      (f := fun j => (retained H deg - H r r • (1 : Matrix n n ℂ)) i.1 j * y j) (by simp [hy])
    exact h2.symm.trans (Finset.sum_subtype (p := fun j => j ≠ r) _ (by simp) _)
  obtain ⟨B, hB, hB'⟩ := isUnit_iff_exists.1 hinv
  obtain ⟨y, hy, hz⟩ : ∃ y : n → ℂ, y r = 0 ∧
      (fun j : {i // i ≠ r} => y j.1) = B *ᵥ fun i => -b i.1 :=
    ⟨fun i => if hi : i = r then 0 else (B *ᵥ fun i => -b i.1) ⟨i, hi⟩, by simp,
      by funext j; exact dif_neg j.2⟩
  refine ⟨y, ⟨hy, fun i hi => ?_⟩, fun x hx => ?_⟩
  · have e := hb y hy ⟨i, hi⟩
    rw [hz, Matrix.mulVec_mulVec, hB, Matrix.one_mulVec] at e
    have e' : -b i = (retained H deg *ᵥ y) i - H r r * y i := e
    linear_combination -e'
  · have e : (outerBlock H deg r *ᵥ fun j => x j.1) = fun i => -b i.1 := by
      funext i
      rw [hb x hx.1 i]
      linear_combination hx.2 i.1 i.2
    have e' := congrArg (fun v => B *ᵥ v) e
    simp only [Matrix.mulVec_mulVec, hB', Matrix.one_mulVec] at e'
    funext i
    by_cases hi : i = r
    · rw [hi, hx.1, hy]
    · exact congrFun (e'.trans hz.symm) ⟨i, hi⟩

/-- For a doubles reference the Rayleigh–Schrödinger series through third order exists. -/
theorem exists_series (h : DoublesReference H deg r) :
    Nonempty (RSSeries (retained H deg) (H - retained H deg) r) := by
  have step : ∀ b : n → ℂ, ∃ (y : n → ℂ) (e : ℂ), y r = 0 ∧
      retained H deg *ᵥ y + b = H r r • y + e • refState r := by
    intro b
    obtain ⟨y, ⟨hy, hy'⟩, -⟩ := order_equation_unique h.invertible b
    refine ⟨y, b r, hy, ?_⟩
    funext i
    by_cases hi : i = r
    · simp [hi, (reference_eigen h.ref).2, hy, refState]
    · simpa [refState, hi] using hy' i hi
  obtain ⟨y₁, e₁, n₁, q₁⟩ := step ((H - retained H deg) *ᵥ refState r)
  obtain ⟨y₂, e₂, n₂, q₂⟩ := step ((H - retained H deg) *ᵥ y₁ - e₁ • y₁)
  obtain ⟨y₃, e₃, n₃, q₃⟩ := step ((H - retained H deg) *ᵥ y₂ - e₁ • y₂ - e₂ • y₁)
  exact ⟨⟨H r r, e₁, e₂, e₃, y₁, y₂, y₃, n₁, n₂, n₃, (reference_eigen h.ref).1, q₁,
    by linear_combination (norm := module) q₂, by linear_combination (norm := module) q₃⟩⟩

/-- For a doubles reference the zeroth-order energy is `H r r`, the first-order energy vanishes,
and the first-order wavefunction obeys `(H0 - E0) ψ₁ = -H_i0` outside the reference. -/
theorem first_order (h : DoublesReference H deg r)
    (S : RSSeries (retained H deg) (H - retained H deg) r) :
    S.E₀ = H r r ∧ S.E₁ = 0 ∧
      ∀ i, i ≠ r → (retained H deg *ᵥ S.ψ₁) i + H i r = H r r * S.ψ₁ i := by
  have hm (M : Matrix n n ℂ) (i : n) : (M *ᵥ refState r) i = M i r := by
    simp [refState, Matrix.mulVec, dotProduct]
  have h0 : S.E₀ = H r r := by
    have e := congrFun S.order₀ r
    rw [hm] at e
    simpa [retained, refState] using e.symm
  have h1 : S.E₁ = 0 := by
    have e := congrFun S.order₁ r
    simp only [Pi.add_apply, Pi.smul_apply, smul_eq_mul, hm, (reference_eigen h.ref).2,
      S.norm₁] at e
    simpa [retained, refState] using e.symm
  refine ⟨h0, h1, fun i hi => ?_⟩
  have e := congrFun S.order₁ i
  have c := congrFun (reference_eigen (H := H) h.ref).1 i
  simp only [Pi.add_apply, Pi.smul_apply, smul_eq_mul, hm, Matrix.sub_apply, h0, h1] at e c
  rw [show refState r i = 0 from if_neg hi] at c
  linear_combination e + c

/-- The doubles equations hold exactly when `(H0 t)_m + H_mr = H_rr t_m` for every double `m`. -/
theorem doublesEquation_iff (t : n → ℂ) : DoublesEquation H deg r t ↔
    ∀ m, deg m = 2 → (retained H deg *ᵥ t) m + H m r = H r r * t m := by
  unfold DoublesEquation
  refine forall₂_congr fun m hm => ?_
  have e1 : (retained H deg *ᵥ t) m = ∑ k with deg k = 2, H m k * t k := by
    simp [retained, Matrix.mulVec, dotProduct, Finset.sum_filter, hm]
  have e2 : ∑ k with deg k = 2, (H - H r r • (1 : Matrix n n ℂ)) m k * t k
      = ∑ k with deg k = 2, H m k * t k - H r r * t m := by
    simp [sub_mul, Finset.sum_sub_distrib, Matrix.one_apply, hm]
  rw [e1, e2]
  constructor <;> intro q <;> linear_combination q

/-- For a doubles reference the first-order wavefunction solves the doubles equations, and it
equals any solution `t` on doubles and zero on all other states. -/
theorem first_order_wavefunction (h : DoublesReference H deg r)
    (S : RSSeries (retained H deg) (H - retained H deg) r) :
    DoublesEquation H deg r S.ψ₁ ∧ ∀ t, DoublesEquation H deg r t →
      ∀ i, S.ψ₁ i = if deg i = 2 then t i else 0 := by
  have h0 : deg r = 0 := (h.ref r).2 rfl
  obtain ⟨-, -, hS⟩ := first_order h S
  refine ⟨(doublesEquation_iff _).2 fun m hm => hS m ?_, fun t ht i => ?_⟩
  · rintro rfl
    omega
  -- the doubles part of `t` solves the same equation as `ψ₁`
  have hx : ∀ j, j ≠ r →
      (retained H deg *ᵥ fun k => (if deg k = 2 then (1 : ℂ) else 0) * t k) j + H j r
        = H r r * ((if deg j = 2 then (1 : ℂ) else 0) * t j) := by
    intro j hj
    have k := retained_mulVec_degree (H := H) (deg := deg)
      (fun d => if d = 2 then (1 : ℂ) else 0) t j
    refine (congrArg (fun z => z + H j r) k).trans ?_
    by_cases hd : deg j = 2
    · simpa [hd] using (doublesEquation_iff t).1 ht j hd
    · simp [hd, h.doubles j hj hd]
  have e := (order_equation_unique h.invertible (fun j => H j r)).unique
    ⟨S.norm₁, hS⟩ ⟨by simp [h0], hx⟩
  simpa using congrFun e i

/-- For a doubles reference the second-order energy is `∑ H_0m t_m` over doubles, where `t`
solves the linear doubles equations. -/
theorem second_order_energy (h : DoublesReference H deg r)
    (S : RSSeries (retained H deg) (H - retained H deg) r)
    (t : n → ℂ) (ht : DoublesEquation H deg r t) :
    S.E₂ = ∑ m with deg m = 2, H r m * t m := by
  have h0 : deg r = 0 := (h.ref r).2 rfl
  -- project the second-order equation on the reference
  have e := congrFun S.order₂ r
  simp only [Pi.add_apply, Pi.smul_apply, smul_eq_mul, (reference_eigen h.ref).2, S.norm₁,
    S.norm₂, show refState r r = 1 from if_pos rfl, mul_zero, mul_one, zero_add] at e
  rw [← e, Finset.sum_filter]
  simp only [Matrix.mulVec, dotProduct]
  refine Finset.sum_congr rfl fun m _ => ?_
  rw [(first_order_wavefunction h S).2 t ht m]
  by_cases hm : deg m = 2 <;> simp [retained, hm, h0]

/-- For Hermitian `H` with a doubles reference the third-order energy vanishes. -/
theorem third_order_energy (hH : H.IsHermitian) (h : DoublesReference H deg r)
    (S : RSSeries (retained H deg) (H - retained H deg) r) : S.E₃ = 0 := by
  have hA : (retained H deg).IsHermitian := by
    refine Matrix.IsHermitian.ext fun i j => ?_
    by_cases hd : deg i = deg j
    · rw [show retained H deg j i = H j i from if_pos hd,
        show retained H deg i j = H i j from if_pos hd.symm]
      exact hH.apply i j
    · rw [show retained H deg j i = 0 from if_neg hd,
        show retained H deg i j = 0 from if_neg (Ne.symm hd), star_zero]
  have s (M : Matrix n n ℂ) (hM : M.IsHermitian) (x y : n → ℂ) :
      star (M *ᵥ x) ⬝ᵥ y = star x ⬝ᵥ (M *ᵥ y) := by
    rw [Matrix.star_mulVec, hM.eq, Matrix.dotProduct_mulVec]
  obtain ⟨h0, h1, -⟩ := first_order h S
  have hs : star (refState r) = refState r := by
    funext i
    by_cases hi : i = r <;> simp [refState, hi]
  have hl (v : n → ℂ) : refState r ⬝ᵥ v = v r := by simp [dotProduct, refState]
  have hr : star S.ψ₁ ⬝ᵥ refState r = 0 := by
    simp [dotProduct, refState, S.norm₁]
  -- the perturbation has no entries between doubles
  have hV : star S.ψ₁ ⬝ᵥ ((H - retained H deg) *ᵥ S.ψ₁) = 0 := by
    have hd : ∀ i, deg i ≠ 2 → S.ψ₁ i = 0 := fun i hi => by
      have w := first_order_wavefunction h S
      exact (w.2 _ w.1 i).trans (if_neg hi)
    simp only [Matrix.mulVec, dotProduct]
    refine Finset.sum_eq_zero fun i _ => ?_
    by_cases hi : deg i = 2
    · rw [Finset.sum_eq_zero, mul_zero]
      intro j _
      by_cases hj : deg j = 2
      · simp [retained, hi, hj]
      · rw [hd j hj, mul_zero]
    · simp [hd i hi]
  have e1 := congrArg (fun v => star v ⬝ᵥ S.ψ₂) S.order₁
  have e2 := congrArg (fun v => star S.ψ₁ ⬝ᵥ v) S.order₂
  have e3 := congrFun S.order₃ r
  simp only [h0, h1, zero_smul, add_zero, star_add, add_dotProduct, star_smul, smul_dotProduct,
    s _ hA, s _ (hH.sub hA), smul_eq_mul, hs, hl, hH.apply r r] at e1
  simp only [h0, h1, zero_smul, add_zero, dotProduct_add, dotProduct_smul, smul_eq_mul, hr, hV,
    mul_zero] at e2
  simp only [Pi.add_apply, Pi.smul_apply, smul_eq_mul, (reference_eigen h.ref).2, S.norm₁,
    S.norm₂, S.norm₃, show refState r r = 1 from if_pos rfl, mul_zero, mul_one, zero_add] at e3
  linear_combination e1 - e2 - e3

/-- A Hermitian three-state matrix with states of degree 0, 2 and 4 has a doubles reference. -/
theorem doublesReference_witness :
    (!![0, 1, 0; 1, 2, 1; 0, 1, 3] : Matrix (Fin 3) (Fin 3) ℂ).IsHermitian ∧
      DoublesReference (!![0, 1, 0; 1, 2, 1; 0, 1, 3] : Matrix (Fin 3) (Fin 3) ℂ)
        ![0, 2, 4] 0 := by
  refine ⟨?_, ?_, ?_, ?_⟩
  · ext i j
    fin_cases i <;> fin_cases j <;> simp [Matrix.conjTranspose_apply]
  · intro i
    fin_cases i <;> simp
  · intro i
    fin_cases i <;> simp
  · -- outside the reference the shifted block is diagonal with entries 2 and 3
    have hd : outerBlock (!![0, 1, 0; 1, 2, 1; 0, 1, 3] : Matrix (Fin 3) (Fin 3) ℂ)
        ![0, 2, 4] 0 = Matrix.diagonal fun i => (![1, 2, 3] : Fin 3 → ℂ) i.1 := by
      have key : ∀ i j : Fin 3, i ≠ 0 → j ≠ 0 →
          (retained (!![0, 1, 0; 1, 2, 1; 0, 1, 3] : Matrix (Fin 3) (Fin 3) ℂ) ![0, 2, 4]
            - (!![0, 1, 0; 1, 2, 1; 0, 1, 3] : Matrix (Fin 3) (Fin 3) ℂ) 0 0 •
              (1 : Matrix (Fin 3) (Fin 3) ℂ)) i j
            = if i = j then (![1, 2, 3] : Fin 3 → ℂ) i else 0 := by
        intro i j
        fin_cases i <;> fin_cases j <;> simp [retained]
      ext i j
      refine (key i.1 j.1 i.2 j.2).trans ?_
      by_cases hij : i = j
      · subst hij
        rw [if_pos rfl, Matrix.diagonal_apply_eq]
      · rw [if_neg fun e => hij (Subtype.ext e), Matrix.diagonal_apply_ne _ hij]
    have hne : ∀ i : Fin 3, (![1, 2, 3] : Fin 3 → ℂ) i ≠ 0 := by
      intro i
      fin_cases i <;> simp
    rw [hd, Matrix.isUnit_iff_isUnit_det, Matrix.det_diagonal, isUnit_iff_ne_zero]
    exact Finset.prod_ne_zero_iff.2 fun i _ => hne i.1

end

end RetainedDegreePerturbation
```

```lean
#print axioms RetainedDegreePerturbation.exists_series
-- 'RetainedDegreePerturbation.exists_series' depends on axioms: [propext, Classical.choice, Quot.sound]
#print axioms RetainedDegreePerturbation.second_order_energy
-- 'RetainedDegreePerturbation.second_order_energy' depends on axioms: [propext, Classical.choice, Quot.sound]
#print axioms RetainedDegreePerturbation.third_order_energy
-- 'RetainedDegreePerturbation.third_order_energy' depends on axioms: [propext, Classical.choice, Quot.sound]
```

## From unique amplitudes to the energies

`retained_mulVec_degree` shows that $H_0$ commutes with functions of the degree, and `reference_eigen` gives the two reference identities. `order_equation_unique` uses the inverse of the outer block to construct the solution and to prove it unique. `exists_series` applies this at each order, so the required series exists.

`first_order` reads off the components of the first-order equation, and `doublesEquation_iff` identifies its doubles part with the linear system. In `first_order_wavefunction`, an indicator function of degree two cuts `t` down to doubles; `.unique` then identifies the result with $\psi_1$.

`second_order_energy` takes the reference component with `congrFun` and compares the sums term by term. `third_order_energy` forms the two pairings as `e1` and `e2`, takes the third-order projection as `e3`, and combines them with `linear_combination`.

`doublesReference_witness` verifies the conditions for a Hermitian three-state matrix. Its doubles equation is $1+2t=0$, which gives $E_2=-1/2$. With only one double, the diagonal formula gives the same value. It fails for two coupled doubles with $H_{rr}=0$, diagonal energies 2 and 2, mutual coupling 1, and only the first coupled to the reference, with strength 1. The linear equations then give $t=(-2/3,\,1/3)$ and $E_2=-2/3$, while the diagonal formula still gives $-1/2$.
